# Some potential attains the minimum dissipated power in a finite resistor network held at unit voltage

The network has finitely many sites, and each edge `e` has conductance exp(−β b_e), with β and the b_e any real numbers. For distinct terminals `s` and `t`, the effective conductance is defined as the infimum of the dissipated power, the sum over edges of conductance times squared potential difference, over real potentials equal to 0 at `s` and 1 at `t`. The theorem says that this infimum is a minimum: some such potential attains it. The proof finds a minimiser among potentials with values in [0, 1], which form a compact set on which the power is continuous, and then shows that clamping any other admissible potential to [0, 1] does not raise its power.

In Lean, a first try:

```lean
import Mathlib

open Filter Topology

namespace EffConductanceIsLeast

noncomputable section

variable {V : Type*} (G : SimpleGraph V) (b : Sym2 V → ℝ)

open Classical in
/-- The conductance between two sites: `exp (-β b_e)` if they are joined by an edge `e`,
and zero otherwise. -/
def bond (β : ℝ) (x y : V) : ℝ :=
  if G.Adj x y then Real.exp (-β * b s(x, y)) else 0

variable [Fintype V]

/-- The power dissipated by the potential `u`: the sum of `c_e (u_x - u_y)^2` over edges.
The factor 1/2 compensates for the sum over ordered pairs. -/
def power (β : ℝ) (u : V → ℝ) : ℝ :=
  1 / 2 * ∑ x, ∑ y, bond G b β x y * (u x - u y) ^ 2

/-- The effective conductance between distinct sites `s` and `t`: the infimum of the power
over potentials equal to 0 at `s` and 1 at `t`. -/
def effConductance (s t : V) (β : ℝ) : ℝ :=
  sInf {P | ∃ u : V → ℝ, u s = 0 ∧ u t = 1 ∧ power G b β u = P}

variable {G b} {s t : V}

/-- For distinct terminals, the effective conductance is the minimum of the dissipated power:
some potential attains it. -/
theorem effConductance_isLeast (hst : s ≠ t) (β : ℝ) :
    IsLeast {P | ∃ u : V → ℝ, u s = 0 ∧ u t = 1 ∧ power G b β u = P}
      (effConductance G b s t β) := by
  classical
  -- potentials with values in [0,1] form a compact set
  have hK : IsCompact ((Set.pi Set.univ fun _ : V => Set.Icc (0 : ℝ) 1) ∩
      ({u | u s = 0} ∩ {u | u t = 1})) :=
    (isCompact_univ_pi fun _ => isCompact_Icc).inter_right
      ((isClosed_eq (continuous_apply s) continuous_const).inter
        (isClosed_eq (continuous_apply t) continuous_const))
  have hc : Continuous (power G b β) := by
    unfold power
    fun_prop
  obtain ⟨u, ⟨_, hus, hut⟩, hmin⟩ := hK.exists_isMinOn
    ⟨fun x => if x = t then 1 else 0, by
      refine ⟨fun x _ => ?_, by simp [hst], by simp⟩
      dsimp only
      split_ifs <;> norm_num⟩ hc.continuousOn
  have hleast : IsLeast {P | ∃ u : V → ℝ, u s = 0 ∧ u t = 1 ∧ power G b β u = P}
      (power G b β u) := by
    refine ⟨⟨u, hus, hut, rfl⟩, ?_⟩
    rintro P ⟨v, hvs, hvt, rfl⟩
    -- clamping a potential to [0,1] does not raise the power
    have hclamp : ∀ a c : ℝ,
        (max 0 (min 1 a) - max 0 (min 1 c)) ^ 2 ≤ (a - c) ^ 2 := by
      intro a c
      have h1 := abs_max_sub_max_le_max 0 (min 1 a) 0 (min 1 c)
      have h2 := abs_min_sub_min_le_max 1 a 1 c
      rw [sub_self, abs_zero, max_eq_right (abs_nonneg _)] at h1 h2
      exact sq_le_sq.mpr (h1.trans h2)
    have h1 : power G b β u ≤ power G b β (fun x => max 0 (min 1 (v x))) :=
      hmin ⟨fun x _ => ⟨le_max_left _ _, max_le zero_le_one (min_le_left _ _)⟩,
        by simp [hvs], by simp [hvt]⟩
    refine h1.trans (mul_le_mul_of_nonneg_left (Finset.sum_le_sum fun x _ =>
      Finset.sum_le_sum fun y _ => mul_le_mul_of_nonneg_left (hclamp _ _) ?_) (by norm_num))
    unfold bond
    split_ifs <;> positivity
  unfold effConductance
  rw [hleast.csInf_eq]
  exact hleast

end

end EffConductanceIsLeast
```

The error:

```
Main.lean:61:43: error: Application type mismatch: The argument
  abs_nonneg ?m.496
has type
  0 ≤ |?m.496|
but is expected to have type
  0 ≤ min 1 a
in the application
  max_eq_right (abs_nonneg ?m.496)
```

Diagnosis. The error is in the proof that clamping does not increase differences. After `sub_self` and `abs_zero`, the right side of `h1` is `max 0 |min 1 a - min 1 c|`, which `max_eq_right` was meant to reduce to the absolute value. But the left side of `h1` also contains maxima, the first being `max 0 (min 1 a)`. With the argument of `abs_nonneg` left as `_`, the rewrite matched that one instead. It then needed a proof of `0 ≤ min 1 a`, while `abs_nonneg` proves only that an absolute value is nonnegative, hence the type mismatch.

The repair writes the argument out as `min 1 a - min 1 c`, so that the rewrite can match only the intended maximum. In `h2` the absolute value to keep is `|a - c|`, so the explicit argument is different there, and the single `rw` at both hypotheses becomes two.

The change, after which it compiles:

```diff
@@ -59,5 +59,6 @@
       have h1 := abs_max_sub_max_le_max 0 (min 1 a) 0 (min 1 c)
       have h2 := abs_min_sub_min_le_max 1 a 1 c
-      rw [sub_self, abs_zero, max_eq_right (abs_nonneg _)] at h1 h2
+      rw [sub_self, abs_zero, max_eq_right (abs_nonneg (min 1 a - min 1 c))] at h1
+      rw [sub_self, abs_zero, max_eq_right (abs_nonneg (a - c))] at h2
       exact sq_le_sq.mpr (h1.trans h2)
     have h1 : power G b β u ≤ power G b β (fun x => max 0 (min 1 (v x))) :=
```
